# Left-canonical sites give orthonormal block states when the left bond index is kept

A block of $n$ sites cut from a matrix product state has a loose bond at each end, and the two are treated differently here. The right bond index $b$ labels the block states, while the left bond index $a$ is kept as a component of each state, next to the physical labels. Site $k$ carries one complex $D_k\times D_{k+1}$ matrix $A_k^{s}$ for each of $d$ physical labels $s$. For a string $s=(s_0,\dots,s_{n-1})$, the block matrix and the block states are

$$M_s=A_0^{s_0}A_1^{s_1}\cdots A_{n-1}^{s_{n-1}},\qquad |b\rangle_n=\sum_{a,s}(M_s)_{ab}\,|a\rangle|s_0\dots s_{n-1}\rangle .$$

If the block starts at the left end of an ordinary open chain, then $D_0=1$ and $a$ takes a single value. The basis states $|a\rangle|s_0\dots s_{n-1}\rangle$ are assumed orthonormal. The result is that the $D_n$ block states are then orthonormal if each site in the block satisfies $\sum_s (A_k^s)^\dagger A_k^s=1$.

In Lean, `σ` is the finite set of labels, the same for every site, and `D` lists the bond dimensions, which may vary along the chain. `LeftCanonical` is the condition on one site, with `ᴴ` for the dagger.

```lean
import Mathlib

open Matrix

namespace LeftCanonicalBlocks

noncomputable section

variable {σ : Type*} [Fintype σ] {D : ℕ → ℕ}

/-- A site tensor is left-canonical when its matrices satisfy `∑ₛ (Aˢ)ᴴ Aˢ = 1`. -/
def LeftCanonical {l r : ℕ} (A : σ → Matrix (Fin l) (Fin r) ℂ) : Prop :=
  ∑ s, (A s)ᴴ * A s = 1
```

## An orthonormal basis on the left bond and on each site

The states $|a\rangle|s\rangle$ are taken to be orthonormal. Physically, the local basis on each site is orthonormal, and the left bond stands for orthonormal states of whatever lies to the left of the block. The overlaps of the block states are then

$$\langle b|c\rangle_n=\sum_{s}\sum_a (M_s)_{ab}^{*}(M_s)_{ac}=(G_n)_{bc},\qquad G_n=\sum_s M_s^\dagger M_s ,$$

so orthonormality means $G_n=1$. For $n=0$ there is one empty string, its block matrix is the identity, and $G_0=1$. This is where the derivation uses the full left bond.

The definitions follow the same lines. `blockMatrix` builds the product site by site, `blockGram` is $G_n$, and `blockState` places the entries of $M_s$ in a `EuclideanSpace` over pairs of left index and string. That space has the standard inner product, which is how the orthonormal basis enters the Lean text.

```lean
/-- The ordered product of the first `n` site matrices selected by a string of
physical labels; the bond dimension `D k` may change from bond to bond. -/
def blockMatrix (A : ∀ k : ℕ, σ → Matrix (Fin (D k)) (Fin (D (k + 1))) ℂ) :
    (n : ℕ) → (Fin n → σ) → Matrix (Fin (D 0)) (Fin (D n)) ℂ
  | 0, _ => 1
  | n + 1, s => blockMatrix A n (fun i => s i.castSucc) * A n (s (Fin.last n))

/-- The sum of `Mᴴ M` over all strings of length `n`, with `M` the ordered product. -/
def blockGram (A : ∀ k : ℕ, σ → Matrix (Fin (D k)) (Fin (D (k + 1))) ℂ) (n : ℕ) :
    Matrix (Fin (D n)) (Fin (D n)) ℂ :=
  ∑ s : Fin n → σ, (blockMatrix A n s)ᴴ * blockMatrix A n s

/-- The state of the first `n` sites labelled by the right bond index `b`. Its components
are indexed by the left bond index and the string of physical labels. -/
def blockState (A : ∀ k : ℕ, σ → Matrix (Fin (D k)) (Fin (D (k + 1))) ℂ) (n : ℕ)
    (b : Fin (D n)) : EuclideanSpace ℂ (Fin (D 0) × (Fin n → σ)) :=
  WithLp.toLp 2 fun p => blockMatrix A n p.2 p.1 b
```

If the left bond is closed with a fixed vector while $D_0>1$, the conclusion can fail. Take one site with $A^0=\begin{pmatrix}1&0\\0&3/5\end{pmatrix}$ and $A^1=\begin{pmatrix}0&4/5\\0&0\end{pmatrix}$, which is left-canonical, and keep only the first value of $a$. The two block states become $|0\rangle$ and $\tfrac45|1\rangle$, and the second is not normalised. Non-orthogonal local orbitals are likewise not covered, since their overlap matrix would enter $G_n$.

## The isometry condition on every site of the block

Read as a map from the right bond to the left bond together with the site, a left-canonical tensor preserves inner products. Adding such a site to an orthonormal set of block states produces another orthonormal set.

By hand, append a label $t$ to a string $s$ of length $n$. The new block matrix is $M_sA_n^t$, and the sum over longer strings splits into a sum over $t$ and a sum over $s$:

$$G_{n+1}=\sum_t\sum_s (M_sA_n^t)^\dagger M_sA_n^t=\sum_t (A_n^t)^\dagger\Big(\sum_s M_s^\dagger M_s\Big)A_n^t=\sum_t (A_n^t)^\dagger G_n A_n^t .$$

If $G_n=1$, the right-hand side is $\sum_t (A_n^t)^\dagger A_n^t$, which is $1$ by the condition on site $n$. Starting from $G_0=1$, induction gives $G_n=1$ for every $n$ whose first $n$ sites, numbered $0$ to $n-1$, are left-canonical. Later sites play no part.

In Lean, `Fin.snoc` appends the label, and `blockMatrix_snoc` records the extra factor on the right.

```lean
variable (A : ∀ k : ℕ, σ → Matrix (Fin (D k)) (Fin (D (k + 1))) ℂ)

omit [Fintype σ] in
/-- Appending a site with label `t` multiplies the block matrix by that site's matrix
on the right. -/
theorem blockMatrix_snoc (n : ℕ) (s : Fin n → σ) (t : σ) :
    blockMatrix A (n + 1) (Fin.snoc (α := fun _ => σ) s t) = blockMatrix A n s * A n t := by
  simp only [blockMatrix, Fin.snoc_castSucc, Fin.snoc_last]
```

The recursion for $G_n$ is `blockGram_succ`. `Fin.snocEquiv` matches each string of length $n+1$ with a pair of last label and shorter string, which is the splitting of the sum above. The final `simp only` reverses the product under the dagger and takes the sum over $s$ in $G_n$ out of the matrix products, so that the two sides agree.

```lean
/-- Growing the block by one site sends its Gram matrix `G` to `∑ₜ (Aᵗ)ᴴ G Aᵗ`. -/
theorem blockGram_succ (n : ℕ) :
    blockGram A (n + 1) = ∑ t, (A n t)ᴴ * blockGram A n * A n t := by
  -- split each string into its last label and the rest
  calc blockGram A (n + 1)
      = ∑ p : σ × (Fin n → σ),
          (blockMatrix A (n + 1) (Fin.snoc (α := fun _ => σ) p.2 p.1))ᴴ *
            blockMatrix A (n + 1) (Fin.snoc (α := fun _ => σ) p.2 p.1) :=
        ((Fin.snocEquiv (fun _ : Fin (n + 1) => σ)).sum_comp
          (fun s => (blockMatrix A (n + 1) s)ᴴ * blockMatrix A (n + 1) s)).symm
    _ = ∑ t, (A n t)ᴴ * blockGram A n * A n t := by
        rw [Fintype.sum_prod_type]
        refine Finset.sum_congr rfl fun t _ => ?_
        simp only [blockMatrix_snoc, blockGram, Matrix.conjTranspose_mul,
          Matrix.mul_sum, Matrix.sum_mul, Matrix.mul_assoc]
```

The next theorem is the matrix identity itself. Its hypothesis `∀ k < n, LeftCanonical (A k)` is used in two places in each induction step: for the earlier sites it lets the induction hypothesis replace the inner Gram matrix by $1$, and `exact h n (by omega)` supplies the condition on the last site.

```lean
/-- If the first `n` sites are left-canonical, the sum of `Mᴴ M` over all strings of
length `n` is the identity on the right bond. -/
theorem sum_conjTranspose_mul_blockMatrix (n : ℕ) (h : ∀ k < n, LeftCanonical (A k)) :
    ∑ s : Fin n → σ, (blockMatrix A n s)ᴴ * blockMatrix A n s = 1 := by
  change blockGram A n = 1
  induction n with
  | zero => simp [blockGram, blockMatrix]
  | succ n ih =>
    -- the inner block contracts to the identity, leaving the condition on the last site
    rw [blockGram_succ, ih (fun k hk => h k (by omega))]
    simp only [Matrix.mul_one]
    exact h n (by omega)
```

Three short results turn the identity into a statement about states. `inner_blockState` is the overlap formula, with the inner product conjugate-linear in its first argument, as in $\langle b|c\rangle$. `orthonormal_iff_blockGram` compares entries with the Kronecker delta, and `orthonormal_blockState` combines this with the matrix identity.

```lean
/-- The overlap of two block states is the corresponding entry of the Gram matrix. -/
theorem inner_blockState (n : ℕ) (b c : Fin (D n)) :
    inner ℂ (blockState A n b) (blockState A n c) = blockGram A n b c := by
  rw [PiLp.inner_apply, Fintype.sum_prod_type_right]
  simp only [blockState, blockGram, Matrix.sum_apply, Matrix.mul_apply,
    Matrix.conjTranspose_apply]
  refine Finset.sum_congr rfl fun s _ => Finset.sum_congr rfl fun a _ => ?_
  rw [RCLike.inner_apply, starRingEnd_apply, mul_comm]

/-- The block states of length `n` are orthonormal exactly when their Gram matrix is
the identity. -/
theorem orthonormal_iff_blockGram (n : ℕ) :
    Orthonormal ℂ (blockState A n) ↔ blockGram A n = 1 := by
  rw [orthonormal_iff_ite]
  simp only [inner_blockState, ← Matrix.ext_iff, Matrix.one_apply]

/-- If the first `n` sites are left-canonical, the block states of length `n` are
orthonormal. -/
theorem orthonormal_blockState (n : ℕ) (h : ∀ k < n, LeftCanonical (A k)) :
    Orthonormal ℂ (blockState A n) :=
  (orthonormal_iff_blockGram A n).2 (sum_conjTranspose_mul_blockMatrix A n h)
```

Without the site condition, even normalised block states may fail to be orthogonal. Take one site with $D_0=1$, $D_1=2$, $A^0=(1\;\;1)$ and $A^1=(0\;\;0)$. Both block states equal $|0\rangle$, so each has norm one and their overlap is also one. The counter-examples in this note are plain arithmetic and do not come from the Lean file.

The dagger is easily put on the wrong factor. The condition $\sum_s A^s(A^s)^\dagger=1$ is the right-canonical one, and it does not make these states orthonormal. For a counter-example, take one site with matrices $B^s=(A^s)^\dagger$, where $A^0$, $A^1$ are those of the left-canonical example above. Then $\sum_s B^s(B^s)^\dagger=1$, but $G_1=\sum_s (B^s)^\dagger B^s=\mathrm{diag}(41/25,\,9/25)$.

In a density-matrix renormalisation group calculation on a finite open chain, orthonormal left blocks are half of what reduces the local energy minimisation from a generalised eigenvalue problem to an ordinary one. The other half is that the right block states are orthonormal too, which right-canonical sites ensure.

## Orthonormality at every length, for the converse

The converse starts from the block states and asks about the sites. Its hypothesis is that the states are orthonormal at every block length. The chain in Lean has no last site. On a finite chain the same argument applies site by site, provided that the full length of the chain is included among the block lengths. By hand, orthonormality at lengths $k$ and $k+1$ gives $G_k=1$ and $G_{k+1}=1$, and the recursion becomes

$$1=\sum_t (A_k^t)^\dagger A_k^t ,$$

which is the condition on site $k$. The proof does the same: it takes `blockGram_succ A k`, replaces both Gram matrices by the identity, and reads off the result.

```lean
/-- All sites are left-canonical if and only if the block states are orthonormal for
every block length. -/
theorem leftCanonical_iff_orthonormal :
    (∀ k, LeftCanonical (A k)) ↔ ∀ n, Orthonormal ℂ (blockState A n) := by
  refine ⟨fun h n => orthonormal_blockState A n fun k _ => h k, fun h k => ?_⟩
  -- compare the Gram matrices of the blocks ending just before and just after site `k`
  have hs := blockGram_succ A k
  rw [(orthonormal_iff_blockGram A (k + 1)).1 (h (k + 1)),
    (orthonormal_iff_blockGram A k).1 (h k)] at hs
  simp only [Matrix.mul_one] at hs
  exact hs.symm
```

Orthonormality at a single length is not enough. With one label and all bond dimensions equal to one, let $A_0=2$ and $A_1=1/2$. The block of length two has the single amplitude $1$ and is normalised, yet neither site is left-canonical: the sums are $4$ and $1/4$.

## A bound on the bond dimension, and a tensor that meets the condition

The site condition also limits the bond dimensions. The $D_n$ block states are orthonormal, hence linearly independent, and they lie in a space of dimension $D_0d^n$. Therefore $D_n\le D_0d^n$. In Lean, `linearIndependent.fintype_card_le_finrank` makes the comparison, and `finrank_euclideanSpace` counts the pairs of left index and string.

```lean
/-- If the first `n` sites are left-canonical, the right bond dimension is at most the left
bond dimension times the number of strings of length `n`. -/
theorem bond_dimension_le (n : ℕ) (h : ∀ k < n, LeftCanonical (A k)) :
    D n ≤ D 0 * Fintype.card σ ^ n := by
  have hcard := (orthonormal_blockState A n h).linearIndependent.fintype_card_le_finrank
  simpa [finrank_euclideanSpace] using hcard
```

The condition can be met by matrices whose order matters. `dampingTensor` consists of the matrices $A^0$ and $A^1$ used above, which have the form of Kraus operators for amplitude damping. They do not commute: the upper right entry is $4/5$ in $A^0A^1$ and $12/25$ in $A^1A^0$. The proof of `leftCanonical_witness` checks the four entries of $\sum_s (A^s)^\dagger A^s$, and the last of them is $(3/5)^2+(4/5)^2=1$. With this tensor on every site and all bond dimensions equal to two, the hypothesis of the main theorem holds at every length.

```lean
/-- A site tensor with two physical labels and bond dimension two on both sides. -/
def dampingTensor : Fin 2 → Matrix (Fin 2) (Fin 2) ℂ :=
  ![!![1, 0; 0, 3 / 5], !![0, 4 / 5; 0, 0]]

/-- The tensor `dampingTensor` is left-canonical. -/
theorem leftCanonical_witness : LeftCanonical dampingTensor := by
  -- the entries are real, so conjugation leaves them unchanged
  have h3 : (starRingEnd ℂ) 3 = 3 := Complex.conj_eq_iff_real.2 ⟨3, by norm_num⟩
  have h4 : (starRingEnd ℂ) 4 = 4 := Complex.conj_eq_iff_real.2 ⟨4, by norm_num⟩
  have h5 : (starRingEnd ℂ) 5 = 5 := Complex.conj_eq_iff_real.2 ⟨5, by norm_num⟩
  unfold LeftCanonical
  ext i j
  fin_cases i <;> fin_cases j <;>
    simp [dampingTensor, Matrix.mul_apply, Fin.sum_univ_two]
  norm_num [h3, h4, h5]

end

end LeftCanonicalBlocks
```

```lean
#print axioms LeftCanonicalBlocks.leftCanonical_iff_orthonormal
#print axioms LeftCanonicalBlocks.bond_dimension_le
```

```
'LeftCanonicalBlocks.leftCanonical_iff_orthonormal' depends on axioms: [propext, Classical.choice, Quot.sound]
'LeftCanonicalBlocks.bond_dimension_le' depends on axioms: [propext, Classical.choice, Quot.sound]
```
